# In a finite basis, strengthening a central-cell attraction never lowers the ground-state density it acts on

Suppose the strength $w$ of a central-cell correction $-wP$ is fitted to a target contact density, and that this density is the expectation value of the same operator $P$. If the computed ground-state density is too small, no weaker attraction can give a larger one, so the search can discard all smaller $w$. This holds for finite-basis electronic-structure models in which only $w$ varies, with the host Hamiltonian $H$ and the central-cell operator $P$ held fixed. The ground state here is the lowest eigenstate of $H-wP$ in the whole model space. A donor level that lies above valence states of the same one-electron Hamiltonian is not covered, and its density can fall as $w$ grows. If the density is measured by a different operator from the one in the correction, the ordering can fail. A degenerate ground level may offer states of different density, and the ordering holds for any choice among them.

## Ground states of $H-wP$

The states form an inner product space `V` over `𝕜`, which is either the real or the complex numbers. The inner product is linear in its second argument.

In Lean 4 with Mathlib:

```lean
import Mathlib

open scoped InnerProductSpace

namespace DonorContactDensity

noncomputable section

variable {𝕜 V : Type*} [RCLike 𝕜] [NormedAddCommGroup V] [InnerProductSpace 𝕜 V]
```

The expectation value of $A$ in a unit vector $x$ is $\langle x,Ax\rangle$. For other vectors `expect` does not divide by $\|x\|^2$.

```lean
/-- The real part of `⟨x, A x⟩`, which for a symmetric operator `A` and a unit vector `x` is
the expectation value of `A` in the state `x`. -/
def expect (A : V →ₗ[𝕜] V) (x : V) : ℝ := RCLike.re (inner 𝕜 x (A x))
```

A ground state is a unit vector $u$ with $Au=Eu$, where no eigenvalue lies below $E$. Degeneracy is allowed, and minimal energy among all trial states is not part of the definition.

```lean
/-- The state `u` is a normalised eigenvector of `A` with energy `E`, and no real eigenvalue
of `A` lies below `E`. -/
def IsGroundState (A : V →ₗ[𝕜] V) (E : ℝ) (u : V) : Prop :=
  ‖u‖ = 1 ∧ A u = (E : 𝕜) • u ∧
    ∀ (E' : ℝ) (x : V), x ≠ 0 → A x = (E' : 𝕜) • x → E ≤ E'
```

The family of Hamiltonians is $H_w=H-wP$, with $w$ real. For a positive $P$, $w>0$ means attraction.

```lean
/-- The Hamiltonian `H - w P`: a host Hamiltonian `H` with a central-cell term `P` of
strength `w`. -/
def donorHamiltonian (H P : V →ₗ[𝕜] V) (w : ℝ) : V →ₗ[𝕜] V := H - (w : 𝕜) • P
```

For a donor orbital $d$, the central-cell operator is $|d\rangle\langle d|$, which sends $x$ to $\langle d,x\rangle d$. It is a projector when $d$ is a unit vector; normalisation is not required here.

```lean
/-- The operator `|d⟩⟨d|` of a donor-site orbital `d`. -/
def siteOperator (d : V) : V →ₗ[𝕜] V where
  toFun x := (inner 𝕜 d x : 𝕜) • d
  map_add' x y := by rw [inner_add_right, add_smul]
  map_smul' c x := by rw [inner_smul_right, mul_smul, RingHom.id_apply]
```

If $H$ and $P$ are symmetric, so is $H_w$, and by linearity
$$\langle x,H_wx\rangle=\langle x,Hx\rangle-w\langle x,Px\rangle .$$

```lean
/-- For symmetric `H` and `P` the donor Hamiltonian is symmetric, and its expectation value is
that of `H` minus `w` times that of `P`. -/
theorem donorHamiltonian_spec {H P : V →ₗ[𝕜] V} (hH : H.IsSymmetric) (hP : P.IsSymmetric)
    (w : ℝ) : (donorHamiltonian H P w).IsSymmetric ∧
      ∀ x, expect (donorHamiltonian H P w) x = expect H x - w * expect P x := by
  constructor
  · intro x y
    simp only [donorHamiltonian, LinearMap.sub_apply, LinearMap.smul_apply, inner_sub_left,
      inner_sub_right, inner_smul_left, inner_smul_right, RCLike.conj_ofReal, hH x y, hP x y]
  · intro x
    simp only [expect, donorHamiltonian, LinearMap.sub_apply, LinearMap.smul_apply,
      inner_sub_right, inner_smul_right, map_sub, RCLike.re_ofReal_mul]
```

## The variational bound from an eigenbasis

Let $V$ be finite-dimensional and $A$ symmetric, with orthonormal eigenvectors $b_i$, eigenvalues $\lambda_i$ and amplitudes $c_i=\langle b_i,x\rangle$. Since $\langle b_i,Ax\rangle=\langle Ab_i,x\rangle=\lambda_ic_i$,
$$\langle x,Ax\rangle=\sum_i\langle x,b_i\rangle\langle b_i,Ax\rangle=\sum_i\lambda_i|c_i|^2 .$$

The Mathlib device behind this is `hA.eigenvectorBasis rfl`. It turns the symmetry proof `hA` into an orthonormal eigenbasis; its argument is a proof that the dimension equals some $n$, and `rfl` takes $n$ to be the dimension itself. A degenerate eigenvalue simply occurs at several indices, so no spectral gap is needed.

```lean
variable [FiniteDimensional 𝕜 V]

/-- For a symmetric operator in finite dimension, `⟨x, A x⟩` is the sum of the eigenvalues weighted
by the squared amplitudes of `x` in an orthonormal eigenbasis. -/
theorem expect_eq_sum {A : V →ₗ[𝕜] V} (hA : A.IsSymmetric) (x : V) :
    expect A x = ∑ i, hA.eigenvalues rfl i *
      ‖(inner 𝕜 (hA.eigenvectorBasis rfl i) x : 𝕜)‖ ^ 2 := by
  unfold expect
  rw [← (hA.eigenvectorBasis rfl).sum_inner_mul_inner x (A x), map_sum]
  refine Finset.sum_congr rfl fun i _ => ?_
  rw [← hA (hA.eigenvectorBasis rfl i) x, hA.apply_eigenvectorBasis rfl i, inner_smul_left,
    RCLike.conj_ofReal, ← inner_conj_symm x (hA.eigenvectorBasis rfl i), mul_left_comm,
    RCLike.conj_mul, RCLike.re_ofReal_mul, ← RCLike.ofReal_pow, RCLike.ofReal_re]
```

For a ground state, $\langle u,Au\rangle=E\|u\|^2=E$. Every $\lambda_i\ge E$, and $\sum_i|c_i|^2=\|x\|^2$, so $\langle x,Ax\rangle\ge E\|x\|^2$. `Finset.sum_le_sum` makes the comparison term by term.

```lean
/-- Variational principle in finite dimension: for a symmetric operator, a ground state with energy
`E` has expectation value `E`, and every vector `x` satisfies `E ‖x‖² ≤ ⟨x, A x⟩`. -/
theorem variational_principle {A : V →ₗ[𝕜] V} (hA : A.IsSymmetric) {E : ℝ} {u : V}
    (hu : IsGroundState A E u) : expect A u = E ∧ ∀ x, E * ‖x‖ ^ 2 ≤ expect A x := by
  constructor
  · unfold expect
    rw [hu.2.1, inner_smul_right, inner_self_eq_norm_sq_to_K, hu.1]
    simp
  · intro x
    rw [expect_eq_sum hA, ← (hA.eigenvectorBasis rfl).sum_sq_norm_inner_right x,
      Finset.mul_sum]
    exact Finset.sum_le_sum fun i _ => mul_le_mul_of_nonneg_right
      (hu.2.2 _ _ ((hA.eigenvectorBasis rfl).orthonormal.ne_zero i)
        (hA.apply_eigenvectorBasis rfl i)) (sq_nonneg _)
```

If a unit vector $x$ reaches $E$, then $\sum_i(\lambda_i-E)|c_i|^2=0$. Each term is non-negative, hence zero, so $\langle b_i,(A-E)x\rangle=(\lambda_i-E)c_i=0$ for every $i$. The residual $(A-E)x$ therefore vanishes.

```lean
/-- For a symmetric operator in finite dimension with ground energy `E`, a normalised state whose
expectation value is `E` is itself a ground state. -/
theorem isGroundState_of_expect_eq {A : V →ₗ[𝕜] V} (hA : A.IsSymmetric) {E : ℝ} {u x : V}
    (hu : IsGroundState A E u) (hx : ‖x‖ = 1) (hE : expect A x = E) :
    IsGroundState A E x := by
  refine ⟨hx, ?_, hu.2.2⟩
  let b := hA.eigenvectorBasis rfl
  -- the excess energy is a vanishing sum of non-negative terms
  have hsum : ∑ i, (hA.eigenvalues rfl i - E) * ‖(inner 𝕜 (b i) x : 𝕜)‖ ^ 2 = 0 := by
    simp only [sub_mul, Finset.sum_sub_distrib]
    rw [← Finset.mul_sum, b.sum_sq_norm_inner_right x, ← expect_eq_sum hA, hE, hx]
    ring
  have hterm := (Finset.sum_eq_zero_iff_of_nonneg fun i _ => mul_nonneg
    (sub_nonneg.2 (hu.2.2 _ _ (b.orthonormal.ne_zero i)
      (hA.apply_eigenvectorBasis rfl i))) (sq_nonneg _)).1 hsum
  -- hence the residual `A x - E x` has no component along any eigenvector
  have hres : ∀ i, (inner 𝕜 (b i) (A x - (E : 𝕜) • x) : 𝕜) = 0 := by
    intro i
    rw [inner_sub_right, ← hA (b i) x, hA.apply_eigenvectorBasis rfl i, inner_smul_left,
      inner_smul_right, RCLike.conj_ofReal, ← sub_mul]
    rcases mul_eq_zero.1 (hterm i (Finset.mem_univ i)) with h | h
    · rw [sub_eq_zero.1 h, sub_self, zero_mul]
    · rw [norm_eq_zero.1 ((pow_eq_zero_iff two_ne_zero).1 h), mul_zero]
  have hnorm : ‖A x - (E : 𝕜) • x‖ ^ 2 = 0 := by
    rw [← b.sum_sq_norm_inner_right]
    simp [hres]
  exact sub_eq_zero.1 (norm_eq_zero.1 ((pow_eq_zero_iff two_ne_zero).1 hnorm))
```

## Exchanging trial states

Let $u$ and $v$ be ground states of $H_w$ and $H_{w'}$ with energies $E$ and $E'$, and write $p_x=\langle x,Px\rangle$. Using each as a trial state for the other Hamiltonian gives
$$E'\le\langle u,H_{w'}u\rangle=E-(w'-w)p_u,\qquad E\le\langle v,H_wv\rangle=E'+(w'-w)p_v .$$
Hence $(w'-w)p_u\le E-E'\le(w'-w)p_v$. In the code, `h1` and `h2` are the two trial bounds, and `nlinarith` combines them with the energy identities.

```lean
variable {H P : V →ₗ[𝕜] V} {w w' E E' : ℝ} {u v : V}

/-- In finite dimension, for symmetric `H` and `P`, the drop of the ground energy from strength `w`
to `w'` lies between `(w' - w)⟨P⟩` in the old ground state and `(w' - w)⟨P⟩` in the new one. -/
theorem energy_drop_bounds (hH : H.IsSymmetric) (hP : P.IsSymmetric)
    (hu : IsGroundState (donorHamiltonian H P w) E u)
    (hv : IsGroundState (donorHamiltonian H P w') E' v) :
    (w' - w) * expect P u ≤ E - E' ∧ E - E' ≤ (w' - w) * expect P v := by
  obtain ⟨hS, hX⟩ := donorHamiltonian_spec hH hP w
  obtain ⟨hS', hX'⟩ := donorHamiltonian_spec hH hP w'
  obtain ⟨eu, minu⟩ := variational_principle hS hu
  obtain ⟨ev, minv⟩ := variational_principle hS' hv
  -- each ground state serves as trial state for the other Hamiltonian
  have h1 := minv u
  have h2 := minu v
  rw [hX', hu.1] at h1
  rw [hX, hv.1] at h2
  rw [hX] at eu
  rw [hX'] at ev
  constructor <;> nlinarith
```

For $w<w'$, dividing by $w'-w>0$ gives $p_u\le p_v$.

```lean
/-- In finite dimension, for symmetric `H` and `P` and `w < w'`, any ground state of `H - w' P` has
an expectation value of `P` at least as large as any ground state of `H - w P`. -/
theorem contact_density_mono (hH : H.IsSymmetric) (hP : P.IsSymmetric) (hw : w < w')
    (hu : IsGroundState (donorHamiltonian H P w) E u)
    (hv : IsGroundState (donorHamiltonian H P w') E' v) : expect P u ≤ expect P v := by
  have h := energy_drop_bounds hH hP hu hv
  exact le_of_mul_le_mul_left (h.1.trans h.2) (sub_pos.2 hw)
```

## When the density stays the same

If $p_u=p_v=p$, the bounds force $E-E'=(w'-w)p$. Then $\langle u,H_{w'}u\rangle=E'$ and $\langle v,H_wv\rangle=E$, so each state is a ground state at the other strength. Conversely, if they are, the monotonicity result applied with $u$ and $v$ exchanged gives $p_v\le p_u$.

```lean
/-- In finite dimension, for symmetric `H` and `P` and `w < w'`, a ground state at `w` and one at
`w'` have equal `⟨P⟩` exactly when each of them is also a ground state at the other strength. -/
theorem contact_density_eq_iff (hH : H.IsSymmetric) (hP : P.IsSymmetric) (hw : w < w')
    (hu : IsGroundState (donorHamiltonian H P w) E u)
    (hv : IsGroundState (donorHamiltonian H P w') E' v) :
    expect P u = expect P v ↔ IsGroundState (donorHamiltonian H P w') E' u ∧
      IsGroundState (donorHamiltonian H P w) E v := by
  constructor
  · intro h
    obtain ⟨h1, h2⟩ := energy_drop_bounds hH hP hu hv
    obtain ⟨hS, hX⟩ := donorHamiltonian_spec hH hP w
    obtain ⟨hS', hX'⟩ := donorHamiltonian_spec hH hP w'
    have eu := (variational_principle hS hu).1
    have ev := (variational_principle hS' hv).1
    rw [hX] at eu
    rw [hX'] at ev
    rw [← h] at h2 ev
    have hd := le_antisymm h1 h2
    refine ⟨isGroundState_of_expect_eq hS' hv hu.1 ?_,
      isGroundState_of_expect_eq hS hu hv.1 ?_⟩
    · rw [hX']
      linear_combination eu - hd
    · rw [hX, ← h]
      linear_combination ev + hd
  · rintro ⟨hu', hv'⟩
    exact le_antisymm (contact_density_mono hH hP hw hu hv)
      (contact_density_mono hH hP hw hv' hu')
```

Now let $P^2=P$. If the densities agree, $u$ is an eigenvector of both Hamiltonians, and subtracting the two equations gives
$$(w'-w)Pu=(E-E')u=(w'-w)p_u\,u .$$
So $Pu=p_uu$, and applying $P$ again gives $p_u=p_u^2$. A density other than 0 or 1 must therefore increase.

```lean
/-- In finite dimension, let `H` be symmetric, `P` an orthogonal projector and `w < w'`. If `⟨P⟩` in
the ground state at `w` is neither 0 nor 1, it is strictly larger in any ground state at `w'`. -/
theorem contact_density_strict (hH : H.IsSymmetric) (hP : P.IsSymmetric)
    (hPP : ∀ x, P (P x) = P x) (hw : w < w')
    (hu : IsGroundState (donorHamiltonian H P w) E u)
    (hv : IsGroundState (donorHamiltonian H P w') E' v)
    (h0 : expect P u ≠ 0) (h1 : expect P u ≠ 1) : expect P u < expect P v := by
  refine lt_of_le_of_ne (contact_density_mono hH hP hw hu hv) fun heq => ?_
  have hu' := ((contact_density_eq_iff hH hP hw hu hv).1 heq).1
  have hd := energy_drop_bounds hH hP hu hu'
  have hE : E - E' = (w' - w) * expect P u := le_antisymm hd.2 hd.1
  -- a common eigenvector of both Hamiltonians is an eigenvector of `P`
  have a : H u - (w : 𝕜) • P u = (E : 𝕜) • u := hu.2.1
  have b : H u - (w' : 𝕜) • P u = (E' : 𝕜) • u := hu'.2.1
  have hk : ((w' - w : ℝ) : 𝕜) • P u = ((E - E' : ℝ) : 𝕜) • u := by
    rw [RCLike.ofReal_sub, RCLike.ofReal_sub]
    linear_combination (norm := module) a - b
  rw [hE, RCLike.ofReal_mul, mul_smul] at hk
  have hne : ((w' - w : ℝ) : 𝕜) ≠ 0 := RCLike.ofReal_ne_zero.2 (sub_pos.2 hw).ne'
  have hPu : P u = (expect P u : 𝕜) • u := smul_right_injective V hne hk
  -- and a projector has only the eigenvalues 0 and 1
  have hq := congrArg P hPu
  rw [hPP, map_smul] at hq
  have hr := congrArg (fun y => RCLike.re (inner 𝕜 u y : 𝕜)) hq
  simp only [inner_smul_right, RCLike.re_ofReal_mul] at hr
  have hs : expect P u = expect P u * expect P u := hr
  exact h1 (mul_left_cancel₀ h0 (by rw [mul_one]; exact hs.symm))
```

## Density on a donor orbital

For $P=|d\rangle\langle d|$,
$$\langle x,Px\rangle=\langle x,d\rangle\langle d,x\rangle=|\langle d,x\rangle|^2 ,$$
and the general inequality becomes one between site densities. It becomes a statement about the magnitude of the Fermi contact coupling under the further physical assumption that this coupling is proportional to the density, with a factor independent of $w$.

```lean
/-- In finite dimension, for symmetric `H` and a donor orbital `d`, raising the strength of the
attraction `-w |d⟩⟨d|` never lowers the ground-state density `|⟨d, u⟩|²` on the donor. -/
theorem donor_site_density_mono {d : V} (hH : H.IsSymmetric) (hw : w < w')
    (hu : IsGroundState (donorHamiltonian H (siteOperator d) w) E u)
    (hv : IsGroundState (donorHamiltonian H (siteOperator d) w') E' v) :
    ‖(inner 𝕜 d u : 𝕜)‖ ^ 2 ≤ ‖(inner 𝕜 d v : 𝕜)‖ ^ 2 := by
  have hP : (siteOperator d : V →ₗ[𝕜] V).IsSymmetric := by
    intro x y
    change (inner 𝕜 ((inner 𝕜 d x : 𝕜) • d) y : 𝕜) = inner 𝕜 x ((inner 𝕜 d y : 𝕜) • d)
    rw [inner_smul_left, inner_smul_right, inner_conj_symm, mul_comm]
  have hX : ∀ x, expect (siteOperator d : V →ₗ[𝕜] V) x = ‖(inner 𝕜 d x : 𝕜)‖ ^ 2 := by
    intro x
    change RCLike.re (inner 𝕜 x ((inner 𝕜 d x : 𝕜) • d) : 𝕜) = _
    rw [inner_smul_right, ← inner_conj_symm x d, RCLike.mul_conj, ← RCLike.ofReal_pow,
      RCLike.ofReal_re]
  rw [← hX, ← hX]
  exact contact_density_mono hH hP hw hu hv
```

A two-site example has the host matrix
$$H=\begin{pmatrix}7&-12\\-12&0\end{pmatrix},$$
in arbitrary energy units, with the donor on the first site.

```lean
/-- A two-site host: on-site energies 7 (donor site) and 0, hopping amplitude -12. -/
def twoSite : EuclideanSpace ℝ (Fin 2) →ₗ[ℝ] EuclideanSpace ℝ (Fin 2) where
  toFun x := !₂[7 * x 0 - 12 * x 1, -12 * x 0]
  map_add' x y := by ext i; fin_cases i <;> simp <;> ring
  map_smul' c x := by ext i; fin_cases i <;> simp <;> ring
```

At $w=0$ the ground state is $(3/5,4/5)$ with energy $-9$; at $w=14$ it is $(4/5,3/5)$ with energy $-16$. The donor density rises from $9/25$ to $16/25$. In the upper level, which is orthogonal to the ground state, it falls from $16/25$ to $9/25$, so the ordering does not extend to excited states. To see that no eigenvalue lies lower, write $x=(x_0,x_1)$ and note
$$\langle x,H_0x\rangle+9\|x\|^2=(4x_0-3x_1)^2,\qquad \langle x,H_{14}x\rangle+16\|x\|^2=(3x_0-4x_1)^2 .$$
These squares are the ones supplied to `linear_combination`.

```lean
/-- The two-site host is symmetric; with the attraction on the first site, `(3/5, 4/5)` is a
ground state at strength 0 and `(4/5, 3/5)` is one at strength 14. -/
theorem donor_site_density_mono_witness : twoSite.IsSymmetric ∧
    IsGroundState (donorHamiltonian twoSite (siteOperator !₂[(1 : ℝ), 0]) 0) (-9)
      !₂[(3 / 5 : ℝ), 4 / 5] ∧
    IsGroundState (donorHamiltonian twoSite (siteOperator !₂[(1 : ℝ), 0]) 14) (-16)
      !₂[(4 / 5 : ℝ), 3 / 5] := by
  have hact : ∀ (w : ℝ) (x : EuclideanSpace ℝ (Fin 2)),
      donorHamiltonian twoSite (siteOperator !₂[(1 : ℝ), 0]) w x =
        !₂[(7 - w) * x 0 - 12 * x 1, -12 * x 0] := by
    intro w x
    ext i
    fin_cases i <;> simp [donorHamiltonian, siteOperator, twoSite, PiLp.inner_apply,
      Fin.sum_univ_two]
    ring
  have hrow : ∀ (w e : ℝ) (x : EuclideanSpace ℝ (Fin 2)),
      donorHamiltonian twoSite (siteOperator !₂[(1 : ℝ), 0]) w x = e • x →
        (7 - w) * x 0 - 12 * x 1 = e * x 0 ∧ -12 * x 0 = e * x 1 := by
    intro w e x h
    rw [hact] at h
    exact ⟨congrArg (fun y => y.ofLp 0) h, congrArg (fun y => y.ofLp 1) h⟩
  have hpos : ∀ x : EuclideanSpace ℝ (Fin 2), x ≠ 0 → 0 < x 0 ^ 2 + x 1 ^ 2 := by
    intro x hx
    have h := pow_pos (norm_pos_iff.2 hx) 2
    rw [EuclideanSpace.norm_sq_eq] at h
    simpa [Fin.sum_univ_two] using h
  refine ⟨?_, ⟨?_, ?_, ?_⟩, ⟨?_, ?_, ?_⟩⟩
  · intro x y
    simp [twoSite, PiLp.inner_apply, Fin.sum_univ_two]
    ring
  · rw [EuclideanSpace.norm_eq, Real.sqrt_eq_one]
    norm_num [Fin.sum_univ_two]
  · rw [hact]
    ext i
    fin_cases i <;> norm_num
  · intro e x hx h
    obtain ⟨h0, h1⟩ := hrow _ _ _ h
    refine le_of_mul_le_mul_right ?_ (hpos x hx)
    linear_combination sq_nonneg (4 * x 0 - 3 * x 1) + x 0 * h0 + x 1 * h1
  · rw [EuclideanSpace.norm_eq, Real.sqrt_eq_one]
    norm_num [Fin.sum_univ_two]
  · rw [hact]
    ext i
    fin_cases i <;> norm_num
  · intro e x hx h
    obtain ⟨h0, h1⟩ := hrow _ _ _ h
    refine le_of_mul_le_mul_right ?_ (hpos x hx)
    linear_combination sq_nonneg (3 * x 0 - 4 * x 1) + x 0 * h0 + x 1 * h1

end

end DonorContactDensity
```

```lean
#print axioms DonorContactDensity.contact_density_strict
#print axioms DonorContactDensity.donor_site_density_mono
```

```
'DonorContactDensity.contact_density_strict' depends on axioms: [propext, Classical.choice, Quot.sound]
'DonorContactDensity.donor_site_density_mono' depends on axioms: [propext, Classical.choice, Quot.sound]
```
